# For h‖v‖ ≤ 1, a force-free RATTLE step on the unit sphere preserves the speed of a tangent velocity

A free-flight step takes a particle off the sphere to which it is bound: if q is a unit vector and the velocity v ≠ 0 is tangent at q, the point q + hv has norm √(1 + h²‖v‖²). RATTLE pulls the position back along the old normal q to a point q1 on the sphere, but this does not repair the velocity. The displacement per time step, (q1 − q)/h, points along a chord, and for v ≠ 0 it is longer than v, so a particle that took it as its new velocity would gain kinetic energy. RATTLE removes the component of this vector along q1. With no applied force and h‖v‖ ≤ 1, what remains has exactly the norm of v.

## The step

Positions and velocities are vectors in a real inner-product space E of any dimension; for a particle in ordinary space, E is ℝ³. The radius of the sphere is the unit of length, and the mass drops out because no force is applied.

```lean
import Mathlib

open scoped InnerProductSpace

namespace RattleOnSphere

noncomputable section

variable {E : Type*} [NormedAddCommGroup E] [InnerProductSpace ℝ E]
```

The constraint force acts along the old normal q, so the new position is

q1 = q + hv − lq = (1 − l)q + hv

for some number l. Since q and v are orthogonal, ‖q1‖ = 1 requires (1 − l)² = 1 − h²‖v‖². The nonnegative root, written c below, gives

q1 = cq + hv, c = √(1 − h²‖v‖²).

```lean
/-- The force-free RATTLE position after a time step `h` from the point `q` of the unit sphere
with tangent velocity `v`; the formula is meant for `h ‖v‖ ≤ 1`. -/
def rattlePos (h : ℝ) (q v : E) : E :=
  Real.sqrt (1 - h ^ 2 * ‖v‖ ^ 2) • q + h • v
```

For a unit vector n, subtracting ⟨n, w⟩n from w leaves a vector orthogonal to n.

```lean
/-- The part of `w` orthogonal to the unit vector `n`. -/
def tangentPart (n w : E) : E := w - ⟪n, w⟫_ℝ • n
```

The new velocity v1 is this projection with n = q1 and w = (q1 − q)/h.

```lean
/-- The RATTLE velocity: the displacement divided by the time step `h ≠ 0`, projected orthogonally
to the new position, which is assumed to be a unit vector. -/
def rattleVel (h : ℝ) (q v : E) : E :=
  tangentPart (rattlePos h q v) (h⁻¹ • (rattlePos h q v - q))
```

A simulation repeats the update on the pair (position, velocity).

```lean
/-- One RATTLE step as an update rule for the pair (position, velocity), for `h ≠ 0`. -/
def rattleStep (h : ℝ) (x : E × E) : E × E :=
  (rattlePos h x.1 x.2, rattleVel h x.1 x.2)
```

## The new position lies on the sphere

For orthogonal q and v the cross term vanishes in

‖aq + bv‖² = a²‖q‖² + 2ab⟨q, v⟩ + b²‖v‖².

```lean
/-- Pythagoras for a combination of two orthogonal vectors. -/
theorem norm_sq_comb {q v : E} (hqv : ⟪q, v⟫_ℝ = 0) (a b : ℝ) :
    ‖a • q + b • v‖ ^ 2 = a ^ 2 * ‖q‖ ^ 2 + b ^ 2 * ‖v‖ ^ 2 := by
  rw [norm_add_sq_real, norm_smul, norm_smul, real_inner_smul_left, real_inner_smul_right, hqv]
  simp only [mul_pow, Real.norm_eq_abs, sq_abs]
  ring
```

If h‖v‖ ≤ 1, the number under the root is nonnegative, so c² = 1 − h²‖v‖².

```lean
omit [InnerProductSpace ℝ E] in
/-- For `h > 0` and `h ‖v‖ ≤ 1` the square root in the RATTLE position squares to its
argument. -/
theorem root_sq {h : ℝ} {v : E} (hh : 0 < h) (hs : h * ‖v‖ ≤ 1) :
    Real.sqrt (1 - h ^ 2 * ‖v‖ ^ 2) ^ 2 = 1 - h ^ 2 * ‖v‖ ^ 2 := by
  have h1 : (h * ‖v‖) ^ 2 ≤ 1 := pow_le_one₀ (by positivity) hs
  rw [mul_pow] at h1
  exact Real.sq_sqrt (by linarith)
```

The bound matters. Take q = (1, 0), v = (0, 2) and h = 1: the candidates (1 − l, 2) all miss the unit circle. Lean sets the root of −3 to 0, and `rattlePos` then returns (0, 2), of norm 2.

With the bound, ‖q1‖² = c² + h²‖v‖² = 1, and a nonnegative number with square 1 is 1.

```lean
/-- For a unit vector `q`, a tangent velocity `v`, `h > 0` and `h ‖v‖ ≤ 1`, the new position
lies on the unit sphere. -/
theorem norm_rattlePos {h : ℝ} {q v : E} (hh : 0 < h) (hq : ‖q‖ = 1)
    (hqv : ⟪q, v⟫_ℝ = 0) (hs : h * ‖v‖ ≤ 1) : ‖rattlePos h q v‖ = 1 := by
  refine (sq_eq_sq₀ (norm_nonneg _) zero_le_one).1 ?_
  rw [rattlePos, norm_sq_comb hqv, hq, root_sq hh hs]
  ring
```

When h‖v‖ < 1, the line of candidates meets the sphere at two points, with 1 − l = c and 1 − l = −c. Since ⟨q, q1⟩ = 1 − l, requiring q1 to lie in the open hemisphere around q selects c. The inequality is strict because at h‖v‖ = 1 the point q1 = hv is orthogonal to q. In the proof, `hr` in the first direction identifies the root with 1 − l; the second direction checks that `rattlePos` meets all three conditions.

```lean
/-- For a unit vector `q`, a tangent velocity `v`, `h > 0` and `h ‖v‖ < 1`, the RATTLE position
is the only point reached by free flight plus a constraint displacement along `q` that lies on
the unit sphere and in the open hemisphere around `q`. -/
theorem eq_rattlePos_iff {h : ℝ} {q v : E} (hh : 0 < h) (hq : ‖q‖ = 1)
    (hqv : ⟪q, v⟫_ℝ = 0) (hs : h * ‖v‖ < 1) (q1 : E) :
    ((∃ l : ℝ, q1 = q + h • v - l • q) ∧ ‖q1‖ = 1 ∧ 0 < ⟪q, q1⟫_ℝ) ↔
      q1 = rattlePos h q v := by
  constructor
  · rintro ⟨⟨l, rfl⟩, hn, hp⟩
    have e : q + h • v - l • q = (1 - l) • q + h • v := by module
    rw [e] at hn hp ⊢
    rw [inner_add_right, real_inner_smul_right, real_inner_smul_right,
      real_inner_self_eq_norm_sq, hq, hqv] at hp
    have h2 := norm_sq_comb hqv (1 - l) h
    rw [hn, hq] at h2
    -- the hemisphere condition selects the positive root
    have hr : Real.sqrt (1 - h ^ 2 * ‖v‖ ^ 2) = 1 - l := by
      rw [show 1 - h ^ 2 * ‖v‖ ^ 2 = (1 - l) ^ 2 by linear_combination h2]
      exact Real.sqrt_sq (by linarith)
    rw [rattlePos, hr]
  · rintro rfl
    refine ⟨⟨1 - Real.sqrt (1 - h ^ 2 * ‖v‖ ^ 2), by rw [rattlePos]; module⟩,
      norm_rattlePos hh hq hqv hs.le, ?_⟩
    have h0 : 0 < (1 - h * ‖v‖) * (1 + h * ‖v‖) := mul_pos (by linarith) (by positivity)
    have hr : 0 < Real.sqrt (1 - h ^ 2 * ‖v‖ ^ 2) := Real.sqrt_pos.2 (by nlinarith [h0])
    rw [rattlePos, inner_add_right, real_inner_smul_right, real_inner_smul_right,
      real_inner_self_eq_norm_sq, hq, hqv]
    linarith
```

## The projected velocity

From ‖q1‖ = 1 and ⟨q1, q⟩ = c, the normal component is

⟨q1, (q1 − q)/h⟩ = (1 − c)/h.

Subtracting it along q1 gives

v1 = (q1 − q)/h − ((1 − c)/h)q1
 = (cq1 − q)/h
 = ((c² − 1)q + chv)/h
 = cv − h‖v‖²q.

The step `hin` computes the normal component, and the final `linear_combination` does the vector algebra.

```lean
/-- The projected velocity in closed form, for a unit vector `q`, a tangent velocity `v`,
`h > 0` and `h ‖v‖ ≤ 1`. -/
theorem rattleVel_eq {h : ℝ} {q v : E} (hh : 0 < h) (hq : ‖q‖ = 1)
    (hqv : ⟪q, v⟫_ℝ = 0) (hs : h * ‖v‖ ≤ 1) :
    rattleVel h q v = Real.sqrt (1 - h ^ 2 * ‖v‖ ^ 2) • v - (h * ‖v‖ ^ 2) • q := by
  have hc := root_sq hh hs
  have hi : h⁻¹ * h = 1 := inv_mul_cancel₀ hh.ne'
  have hvq : ⟪v, q⟫_ℝ = 0 := by rw [real_inner_comm]; exact hqv
  simp only [rattleVel, tangentPart, rattlePos]
  generalize Real.sqrt (1 - h ^ 2 * ‖v‖ ^ 2) = c at hc ⊢
  -- the normal component removed by the projection
  have hin : ⟪c • q + h • v, h⁻¹ • (c • q + h • v - q)⟫_ℝ = h⁻¹ * (1 - c) := by
    simp only [inner_add_left, inner_sub_right, inner_add_right, real_inner_smul_left,
      real_inner_smul_right]
    simp only [real_inner_self_eq_norm_sq, hqv, hvq, hq]
    linear_combination h⁻¹ * hc
  rw [hin]
  linear_combination (norm := module) (h⁻¹ * hc - h * ‖v‖ ^ 2 * hi) • q + (c * hi) • v
```

With w = (q1 − q)/h, tangency follows from

⟨q1, v1⟩ = ⟨q1, w⟩(1 − ‖q1‖²) = 0.

The closed form and Pythagoras give the speed:

‖v1‖² = c²‖v‖² + h²‖v‖⁴ = ‖v‖²(c² + h²‖v‖²) = ‖v‖².

The theorem states all three facts, for h > 0, `‖q‖ = 1`, `⟪q, v⟫_ℝ = 0` and `h * ‖v‖ ≤ 1`.

```lean
/-- For a unit vector `q`, a tangent velocity `v`, `h > 0` and `h ‖v‖ ≤ 1`, a force-free RATTLE
step ends on the unit sphere with a tangent velocity and keeps the speed exactly. -/
theorem rattle_preserves_speed {h : ℝ} {q v : E} (hh : 0 < h) (hq : ‖q‖ = 1)
    (hqv : ⟪q, v⟫_ℝ = 0) (hs : h * ‖v‖ ≤ 1) :
    ‖rattlePos h q v‖ = 1 ∧ ⟪rattlePos h q v, rattleVel h q v⟫_ℝ = 0 ∧
      ‖rattleVel h q v‖ = ‖v‖ := by
  have h1 := norm_rattlePos hh hq hqv hs
  refine ⟨h1, ?_, ?_⟩
  · rw [rattleVel]
    generalize h⁻¹ • (rattlePos h q v - q) = w
    rw [tangentPart, inner_sub_right, real_inner_smul_right, real_inner_self_eq_norm_sq, h1]
    ring
  · have he : rattleVel h q v
        = (-(h * ‖v‖ ^ 2)) • q + Real.sqrt (1 - h ^ 2 * ‖v‖ ^ 2) • v := by
      rw [rattleVel_eq hh hq hqv hs]; module
    refine (sq_eq_sq₀ (norm_nonneg _) (norm_nonneg _)).1 ?_
    rw [he, norm_sq_comb hqv, hq, root_sq hh hs]
    ring
```

## Running the step backwards

Start from q1 with velocity −v1. The speed is unchanged, so the same c applies. The position returns to

cq1 − hv1 = c²q + chv − chv + h²‖v‖²q = q,

and the closed form for the velocity gives

−cv1 − h‖v‖²q1 = −c²v + ch‖v‖²q − ch‖v‖²q − h²‖v‖²v = −v.

```lean
/-- Time reversal: for a unit vector `q`, a tangent velocity `v`, `h > 0` and `h ‖v‖ ≤ 1`, a step
taken from the new position with the new velocity reversed leads back to `q` with velocity
`-v`. -/
theorem rattle_reversible {h : ℝ} {q v : E} (hh : 0 < h) (hq : ‖q‖ = 1)
    (hqv : ⟪q, v⟫_ℝ = 0) (hs : h * ‖v‖ ≤ 1) :
    rattleStep h (rattlePos h q v, -rattleVel h q v) = (q, -v) := by
  obtain ⟨h1, h2, h3⟩ := rattle_preserves_speed hh hq hqv hs
  have h2' : ⟪rattlePos h q v, -rattleVel h q v⟫_ℝ = 0 := by rw [inner_neg_right, h2, neg_zero]
  have h3' : ‖-rattleVel h q v‖ = ‖v‖ := by rw [norm_neg, h3]
  have hvel := rattleVel_eq hh h1 h2' (by rw [h3']; exact hs)
  have hpos : ∀ x w : E, rattlePos h x w
      = Real.sqrt (1 - h ^ 2 * ‖w‖ ^ 2) • x + h • w := fun _ _ => rfl
  have hv1 := rattleVel_eq hh hq hqv hs
  have hc := root_sq hh hs
  refine Prod.ext ?_ ?_
  · change rattlePos h (rattlePos h q v) (-rattleVel h q v) = q
    rw [hpos (rattlePos h q v) (-rattleVel h q v), h3', hv1, hpos q v]
    linear_combination (norm := module) hc • q
  · change rattleVel h (rattlePos h q v) (-rattleVel h q v) = -v
    rw [hvel, h3', hv1, hpos q v]
    linear_combination (norm := module) -(hc • v)
```

## Many steps along a great circle

Write v = su with a unit vector u orthogonal to q and speed s ≥ 0, and let θ = arcsin(hs). Then sin θ = hs and cos θ = c, so

q1 = cos θ q + sin θ u,
v1 = s(cos θ u − sin θ q).

```lean
/-- For orthogonal unit vectors `q`, `u`, speed `s ≥ 0`, `h > 0` and `h s ≤ 1`, a RATTLE step
from `q` with velocity `s u` is a rotation by the angle `arcsin (h s)` in their plane. -/
theorem rattleStep_rotation {h s : ℝ} {q u : E} (hh : 0 < h) (hq : ‖q‖ = 1) (hu : ‖u‖ = 1)
    (hqu : ⟪q, u⟫_ℝ = 0) (hs0 : 0 ≤ s) (hs : h * s ≤ 1) :
    rattleStep h (q, s • u) =
      (Real.cos (Real.arcsin (h * s)) • q + Real.sin (Real.arcsin (h * s)) • u,
       s • (Real.cos (Real.arcsin (h * s)) • u - Real.sin (Real.arcsin (h * s)) • q)) := by
  have hn : ‖s • u‖ = s := by rw [norm_smul, hu, mul_one, Real.norm_of_nonneg hs0]
  have hqv : ⟪q, s • u⟫_ℝ = 0 := by rw [real_inner_smul_right, hqu, mul_zero]
  have hsin : Real.sin (Real.arcsin (h * s)) = h * s :=
    Real.sin_arcsin (by linarith [mul_nonneg hh.le hs0]) hs
  have hv := rattleVel_eq hh hq hqv (by rw [hn]; exact hs)
  change (rattlePos h q (s • u), rattleVel h q (s • u)) = _
  rw [hv, rattlePos, hn, Real.cos_arcsin, hsin, mul_pow]
  refine Prod.ext ?_ ?_ <;> dsimp only <;> module
```

Suppose that after n steps the position is q_n = cos(nθ)q + sin(nθ)u and the velocity is su_n, with u_n = cos(nθ)u − sin(nθ)q. The vectors q_n and u_n are again orthonormal (`h1`, `h2`, `h3` in the proof), so the one-step result applies to them:

q_(n+1) = cos θ q_n + sin θ u_n,
u_(n+1) = cos θ u_n − sin θ q_n.

The addition formulas turn nθ into (n + 1)θ. In Lean, `(rattleStep h)^[n]` is the step applied n times.

```lean
/-- For orthogonal unit vectors `q`, `u`, speed `s ≥ 0`, `h > 0` and `h s ≤ 1`, after `n` RATTLE
steps the particle has moved along the great circle through `q` and `u` by the angle
`n arcsin (h s)`. -/
theorem rattle_great_circle {h s : ℝ} {q u : E} (hh : 0 < h) (hq : ‖q‖ = 1) (hu : ‖u‖ = 1)
    (hqu : ⟪q, u⟫_ℝ = 0) (hs0 : 0 ≤ s) (hs : h * s ≤ 1) (n : ℕ) :
    (rattleStep h)^[n] (q, s • u) =
      (Real.cos (n * Real.arcsin (h * s)) • q + Real.sin (n * Real.arcsin (h * s)) • u,
       s • (Real.cos (n * Real.arcsin (h * s)) • u
         - Real.sin (n * Real.arcsin (h * s)) • q)) := by
  have huq : ⟪u, q⟫_ℝ = 0 := by rw [real_inner_comm]; exact hqu
  induction n with
  | zero => simp
  | succ n ih =>
    have e : ((n + 1 : ℕ) : ℝ) * Real.arcsin (h * s)
        = n * Real.arcsin (h * s) + Real.arcsin (h * s) := by push_cast; ring
    rw [Function.iterate_succ_apply', ih, e, Real.cos_add, Real.sin_add]
    have hab := Real.sin_sq_add_cos_sq (n * Real.arcsin (h * s))
    generalize Real.cos (n * Real.arcsin (h * s)) = a at hab ⊢
    generalize Real.sin (n * Real.arcsin (h * s)) = b at hab ⊢
    -- the rotated pair is again orthonormal, so the one-step result applies
    have h1 : ‖a • q + b • u‖ = 1 := by
      refine (sq_eq_sq₀ (norm_nonneg _) zero_le_one).1 ?_
      rw [norm_sq_comb hqu, hq, hu]
      linear_combination hab
    have h2 : ‖a • u - b • q‖ = 1 := by
      refine (sq_eq_sq₀ (norm_nonneg _) zero_le_one).1 ?_
      rw [show a • u - b • q = (-b) • q + a • u by module, norm_sq_comb hqu, hq, hu]
      linear_combination hab
    have h3 : ⟪a • q + b • u, a • u - b • q⟫_ℝ = 0 := by
      simp only [inner_add_left, inner_sub_right, real_inner_smul_left, real_inner_smul_right,
        real_inner_self_eq_norm_sq, hqu, huq, hq, hu]
      ring
    rw [rattleStep_rotation hh h1 h2 h3 hs0 hs]
    refine Prod.ext ?_ ?_ <;> dsimp only <;> module

end

end RattleOnSphere
```

```lean
#print axioms RattleOnSphere.eq_rattlePos_iff
-- 'RattleOnSphere.eq_rattlePos_iff' depends on axioms: [propext, Classical.choice, Quot.sound]
#print axioms RattleOnSphere.rattle_preserves_speed
-- 'RattleOnSphere.rattle_preserves_speed' depends on axioms: [propext, Classical.choice, Quot.sound]
#print axioms RattleOnSphere.rattle_reversible
-- 'RattleOnSphere.rattle_reversible' depends on axioms: [propext, Classical.choice, Quot.sound]
#print axioms RattleOnSphere.rattle_great_circle
-- 'RattleOnSphere.rattle_great_circle' depends on axioms: [propext, Classical.choice, Quot.sound]
```

The exact free motion turns by nhs in the same time. Expanding the arcsine, which the file does not do, shows that the numerical particle runs ahead by a relative amount of about (hs)²/6 for small hs. The error is in the phase; the great circle and the norm of the velocity variable are right.

## In a molecular dynamics code

The bond vector of a free rigid diatomic, divided by the bond length, follows this step. A molecular dynamics code that uses RATTLE often finds l by iterating until the bond length is correct to a tolerance, then removes the velocity component along the new bond. In a force-free test of such a code on one rigid diatomic, within the step-size bound, a drift in rotational energy therefore points to the solver tolerance, rounding or a programming error, and not to the finite time step. The theorems cover one constraint, no applied forces and real numbers without rounding; they do not cover coupled bonds or motion in a potential.
